# Truncating a positive semidefinite nonlocal damping matrix can let spins gain energy

The velocities appear on both sides of the damped equation of motion, so we state it as a relation between a configuration m and a velocity v, without first solving for v. Each site i of a finite set `ι` carries a real 3-vector m_i. Unit length is not built into the type; the equation itself preserves length.

In Lean 4 with Mathlib:

```lean
import Mathlib

open Matrix

namespace NonlocalDamping

noncomputable section

variable {ι : Type*} [Fintype ι] [DecidableEq ι]
```

The energy E is a real function of the whole configuration, with no explicit time dependence. The effective field on site i is

B_i = -∇_i E.

Its component k is minus the derivative of E along the unit vector k at site i. Where E is differentiable, these derivatives form the gradient.

```lean
/-- The effective field `B_i = -∇_i E` on each spin, for an energy `E` that is differentiable
at the configuration `m`. -/
def effField (E : (ι → Fin 3 → ℝ) → ℝ) (m : ι → Fin 3 → ℝ) : ι → Fin 3 → ℝ :=
  fun i k => -lineDeriv ℝ E m (Pi.single i (Pi.single k 1))
```

A real matrix a couples the velocities:

v_i = -m_i × (B_i - Σ_j a_ij v_j).

The entry a_ij sets the strength of the damping torque on spin i caused by the motion of spin j, as conduction electrons can mediate it. The entries are scalars, a need not be symmetric, the gyromagnetic ratio and the magnetic moment, both taken to be the same on every site, are absorbed into the units, and there is no thermal noise.

```lean
/-- The equation of motion with nonlocal damping, `v_i = -m_i × (B_i - ∑_j a_ij v_j)`, relating
the spins `m` to their velocities `v`. -/
def EquationOfMotion (a : Matrix ι ι ℝ) (E : (ι → Fin 3 → ℝ) → ℝ)
    (m v : ι → Fin 3 → ℝ) : Prop :=
  ∀ i, v i = -(crossProduct (m i) (effField E m i - ∑ j, a i j • v j))
```

## The energy balance

Along a differentiable trajectory with m' = v, the chain rule gives

dE/dt = Σ_i ∇_i E · v_i = -Σ_i B_i · v_i.

The proof expands v in Cartesian unit vectors at each site (`hv`) and uses linearity of the derivative.

```lean
/-- For a differentiable energy, the energy along a differentiable spin trajectory changes at the
rate `-∑_i B_i · m_i'`. -/
theorem energy_chain_rule {E : (ι → Fin 3 → ℝ) → ℝ} {m : ℝ → ι → Fin 3 → ℝ}
    {v : ι → Fin 3 → ℝ} {t : ℝ} (hE : DifferentiableAt ℝ E (m t)) (hm : HasDerivAt m v t) :
    HasDerivAt (fun s => E (m s)) (-∑ i, effField E (m t) i ⬝ᵥ v i) t := by
  -- expand the velocity in Cartesian unit vectors at each site
  have hv : v = ∑ i, ∑ k, v i k • Pi.single i (Pi.single k (1 : ℝ)) := by
    ext j l
    rw [Finset.sum_apply, Finset.sum_apply, Finset.sum_eq_single j]
    · simp [Finset.sum_apply, Pi.single_apply]
    · intro i _ hij
      simp [Finset.sum_apply, Pi.single_eq_of_ne hij.symm]
    · simp
  have h : fderiv ℝ E (m t) v = -∑ i, effField E (m t) i ⬝ᵥ v i := by
    conv_lhs => rw [hv]
    simp only [map_sum, map_smul, smul_eq_mul, effField, dotProduct,
      hE.lineDeriv_eq_fderiv, neg_mul, Finset.sum_neg_distrib, neg_neg]
    exact Finset.sum_congr rfl fun i _ => Finset.sum_congr rfl fun k _ => mul_comm _ _
  exact (hE.hasFDerivAt.comp_hasDerivAt t hm).congr_deriv h
```

Write H_i = B_i - Σ_j a_ij v_j. Since v_i = -m_i × H_i is orthogonal to H_i,

0 = H_i · v_i = B_i · v_i - Σ_j a_ij v_j · v_i.

This orthogonality is `h0` below; the remaining rewrites solve for B_i · v_i.

```lean
/-- Under the equation of motion, the power `B_i · v_i` delivered by the effective field to spin
`i` equals `∑_j a_ij v_i · v_j`. -/
theorem power_balance {a : Matrix ι ι ℝ} {E : (ι → Fin 3 → ℝ) → ℝ} {m v : ι → Fin 3 → ℝ}
    (h : EquationOfMotion a E m v) (i : ι) :
    effField E m i ⬝ᵥ v i = ∑ j, a i j * (v i ⬝ᵥ v j) := by
  -- the velocity is orthogonal to the total field
  have h0 : (effField E m i - ∑ j, a i j • v j) ⬝ᵥ v i = 0 := by
    rw [h i, dotProduct_neg, dot_cross_self, neg_zero]
  rw [sub_dotProduct, sum_dotProduct, sub_eq_zero] at h0
  rw [h0]
  refine Finset.sum_congr rfl fun j _ => ?_
  rw [smul_dotProduct, smul_eq_mul, dotProduct_comm]
```

The velocity is also orthogonal to m_i, so

d(m_i · m_i)/dt = 2 m_i · v_i = 0.

Spins that start with unit length therefore keep it for as long as they obey the equation.

```lean
/-- Whenever a differentiable spin trajectory obeys the equation of motion at time `t`, the squared
length of every spin has zero time derivative there. -/
theorem spin_length_conserved {a : Matrix ι ι ℝ} {E : (ι → Fin 3 → ℝ) → ℝ}
    {m : ℝ → ι → Fin 3 → ℝ} {v : ι → Fin 3 → ℝ} {t : ℝ} (hm : HasDerivAt m v t)
    (h : EquationOfMotion a E (m t) v) (i : ι) :
    HasDerivAt (fun s => m s i ⬝ᵥ m s i) 0 t := by
  have hk : ∀ k, HasDerivAt (fun s => m s i k) (v i k) t :=
    fun k => hasDerivAt_pi.1 (hasDerivAt_pi.1 hm i) k
  have h0 : m t i ⬝ᵥ v i = 0 := by
    rw [h i, dotProduct_neg, dot_self_cross, neg_zero]
  have hs : HasDerivAt (fun s => ∑ k, m s i k * m s i k)
      (∑ k, (v i k * m t i k + m t i k * v i k)) t :=
    HasDerivAt.fun_sum fun k _ => (hk k).fun_mul (hk k)
  refine hs.congr_deriv ?_
  rw [Finset.sum_add_distrib]
  change v i ⬝ᵥ m t i + m t i ⬝ᵥ v i = 0
  rw [dotProduct_comm, h0, add_zero]
```

Inserting the power balance into the chain rule gives

dE/dt = -Σ_ij a_ij v_i · v_j.

`HasDerivAt` states both that the derivative exists and that it has this value at time t.

```lean
/-- For a differentiable energy, spins obeying the equation of motion change their energy at the
rate `dE/dt = -∑_ij a_ij m_i' · m_j'`. -/
theorem energy_rate {a : Matrix ι ι ℝ} {E : (ι → Fin 3 → ℝ) → ℝ}
    {m : ℝ → ι → Fin 3 → ℝ} {v : ι → Fin 3 → ℝ} {t : ℝ}
    (hE : DifferentiableAt ℝ E (m t)) (hm : HasDerivAt m v t)
    (h : EquationOfMotion a E (m t) v) :
    HasDerivAt (fun s => E (m s)) (-∑ i, ∑ j, a i j * (v i ⬝ᵥ v j)) t := by
  refine (energy_chain_rule hE hm).congr_deriv ?_
  rw [Finset.sum_congr rfl fun i _ => power_balance h i]
```

Let w_k be the list of k-th velocity components over all sites. Then

Σ_ij a_ij v_i · v_j = Σ_k w_kᵀ a w_k.

If xᵀ a x ≥ 0 for every real x, each term is nonnegative and dE/dt ≤ 0. The step `hsplit` is this exchange of sums.

```lean
/-- If the quadratic form of the damping matrix is nonnegative and the energy is differentiable, the
energy has a nonpositive time derivative at any time at which a differentiable spin trajectory obeys
the equation of motion. -/
theorem energy_nonincreasing {a : Matrix ι ι ℝ} {E : (ι → Fin 3 → ℝ) → ℝ}
    {m : ℝ → ι → Fin 3 → ℝ} {v : ι → Fin 3 → ℝ} {t : ℝ} (ha : ∀ x : ι → ℝ, 0 ≤ x ⬝ᵥ a *ᵥ x)
    (hE : DifferentiableAt ℝ E (m t)) (hm : HasDerivAt m v t)
    (h : EquationOfMotion a E (m t) v) :
    deriv (fun s => E (m s)) t ≤ 0 := by
  -- the form splits into one scalar form per Cartesian component
  have hsplit : ∑ i, ∑ j, a i j * (v i ⬝ᵥ v j)
      = ∑ k, (fun i => v i k) ⬝ᵥ a *ᵥ (fun j => v j k) := by
    simp only [dotProduct, mulVec, Finset.mul_sum]
    rw [Finset.sum_comm (s := (Finset.univ : Finset (Fin 3)))]
    refine Finset.sum_congr rfl fun i _ => ?_
    rw [Finset.sum_comm]
    exact Finset.sum_congr rfl fun k _ => Finset.sum_congr rfl fun j _ => by ring
  rw [(energy_rate hE hm h).deriv, hsplit]
  exact neg_nonpos.2 (Finset.sum_nonneg fun k _ => ha _)
```

The same argument gives a neighbouring result, left informal here: if a is antisymmetric, the double sum vanishes and the energy is conserved.

## Three spins, two deleted entries

Number the spins 0, 1, 2. With all entries equal to 1, the damping responds only to the total velocity v_0 + v_1 + v_2.

```lean
/-- The all-ones damping matrix of three spins. -/
def fullDamping : Matrix (Fin 3) (Fin 3) ℝ := !![1, 1, 1; 1, 1, 1; 1, 1, 1]
```

Truncation deletes the two entries that couple the outer spins, a_02 and a_20.

```lean
/-- The all-ones damping matrix with the entries between the first and third spin deleted. -/
def truncatedDamping : Matrix (Fin 3) (Fin 3) ℝ := !![1, 1, 0; 1, 1, 1; 0, 1, 1]
```

The two quadratic forms are

full: (x_0 + x_1 + x_2)²

truncated: (x_0 + x_1 + x_2)² - 2 x_0 x_2.

At (1, -1, 1) the truncated form is 1 - 2 = -1; at (1, 1, 1) it is 9 - 2 = 7. It is indefinite.

```lean
/-- The all-ones damping form is nonnegative, while the truncated form takes both a negative and
a positive value. -/
theorem truncation_indefinite :
    (∀ x : Fin 3 → ℝ, 0 ≤ x ⬝ᵥ fullDamping *ᵥ x) ∧
    ![1, -1, 1] ⬝ᵥ truncatedDamping *ᵥ ![1, -1, 1] = -1 ∧
    ![1, 1, 1] ⬝ᵥ truncatedDamping *ᵥ ![1, 1, 1] = 7 := by
  refine ⟨fun x => ?_, ?_, ?_⟩
  · have hx : x ⬝ᵥ fullDamping *ᵥ x = (x 0 + x 1 + x 2) ^ 2 := by
      simp [fullDamping, dotProduct, mulVec, Fin.sum_univ_three]
      ring
    rw [hx]
    positivity
  · simp [truncatedDamping, dotProduct, mulVec, Fin.sum_univ_three]
  · simp [truncatedDamping, dotProduct, mulVec, Fin.sum_univ_three]
    norm_num
```

## A motion that gains energy

An indefinite form permits energy gain, but an actual solution is needed to show it. Take an energy with on-site anisotropy and a constant field along y on the middle spin:

```lean
/-- An energy of three spins with an on-site anisotropy, `-x z` on the outer spins and `+x z` on the
middle one, and a constant field along `y` on the middle spin only. -/
def gainEnergy (m : Fin 3 → Fin 3 → ℝ) : ℝ :=
  -(m 0 0 * m 0 2) + m 1 0 * m 1 2 - m 1 1 - m 2 0 * m 2 2
```

Put S = 1/cosh t, T = sinh t/cosh t and u = (S, T, 0). The proposed motion is m_0 = m_2 = u, m_1 = -u.

```lean
/-- The trajectory in which the outer spins are `(1 / cosh t, sinh t / cosh t, 0)` and the middle
spin is opposite to them. -/
def gainPath (t : ℝ) : Fin 3 → Fin 3 → ℝ := fun i =>
  (![1, -1, 1] : Fin 3 → ℝ) i • ![1 / Real.cosh t, Real.sinh t / Real.cosh t, 0]
```

The energy is affine in each single component, so every partial derivative is a slope, which `key` extracts. On this path the fields are

B_0 = B_2 = (0, 0, S), B_1 = (0, 1, S).

```lean
/-- The effective field of `gainEnergy`, written out for each spin. -/
theorem effField_gainEnergy (m : Fin 3 → Fin 3 → ℝ) :
    effField gainEnergy m =
      ![![m 0 2, 0, m 0 0], ![-m 1 2, 1, -m 1 0], ![m 2 2, 0, m 2 0]] := by
  -- the energy is affine in each single component
  have key : ∀ (i k : Fin 3) (c : ℝ),
      (∀ r : ℝ, gainEnergy (m + r • (Pi.single i (Pi.single k 1) : Fin 3 → Fin 3 → ℝ))
        = gainEnergy m + r * c) →
      lineDeriv ℝ gainEnergy m (Pi.single i (Pi.single k 1)) = c := by
    intro i k c h
    rw [lineDeriv, funext h]
    exact (((hasDerivAt_id (0 : ℝ)).mul_const c).const_add _).deriv.trans (one_mul c)
  ext i k
  rw [effField, key i k (-(![![m 0 2, 0, m 0 0], ![-m 1 2, 1, -m 1 0],
    ![m 2 2, 0, m 2 0]] : Fin 3 → Fin 3 → ℝ) i k) ?_, neg_neg]
  intro r
  fin_cases i <;> fin_cases k <;> simp [gainEnergy] <;> ring
```

Since S' = -ST, T' = S² and S² + T² = 1, we have u' = (-ST, S², 0). The damping sums Σ_j a_ij v_j are 0, u', 0. For the outer spins,

-u × (0, 0, S) = (-ST, S², 0) = u'.

For the middle spin, H_1 = (ST, 1 - S², S) = T u + (0, 0, S), so

-m_1 × H_1 = u × (0, 0, S) = -u' = v_1.

On the path E = T, hence dE/dt = S² > 0 at every t.

At t = 0 the velocities are (0, 1, 0), (0, -1, 0), (0, 1, 0). The diagonal terms contribute 3 and the four remaining couplings -4, so dE/dt = -(3 - 4) = 1, in agreement with S² = 1.

The equation does not determine the velocities uniquely on this path. At t = 0, for example, the velocities (0, 0, 0), (0, 0, 1), (0, 0, 0) satisfy it too, with dE/dt = -1. The theorem below therefore exhibits one solution that gains energy; it does not say that these configurations force the gain.

In the proof, `hS`, `hT` and `hunit` supply the two derivatives and the unit length, and the equation of motion is then checked component by component.

```lean
/-- With the truncated damping matrix, `gainPath` is a motion of unit spins that solves the
equation of motion at all times while its energy grows at the positive rate `1 / cosh² t`. -/
theorem truncation_energy_gain (t : ℝ) :
    (∀ i, gainPath t i ⬝ᵥ gainPath t i = 1) ∧
    (∃ v, HasDerivAt gainPath v t ∧
      EquationOfMotion truncatedDamping gainEnergy (gainPath t) v) ∧
    HasDerivAt (fun s => gainEnergy (gainPath s)) (1 / Real.cosh t ^ 2) t ∧
    0 < 1 / Real.cosh t ^ 2 := by
  have hc : Real.cosh t ≠ 0 := (Real.cosh_pos t).ne'
  have hcs := Real.cosh_sq t
  have hS : HasDerivAt (fun s => 1 / Real.cosh s)
      (-(1 / Real.cosh t * (Real.sinh t / Real.cosh t))) t := by
    refine ((hasDerivAt_const t (1 : ℝ)).fun_div (Real.hasDerivAt_cosh t) hc).congr_deriv ?_
    field_simp
    ring
  have hT : HasDerivAt (fun s => Real.sinh s / Real.cosh s) ((1 / Real.cosh t) ^ 2) t := by
    refine ((Real.hasDerivAt_sinh t).fun_div (Real.hasDerivAt_cosh t) hc).congr_deriv ?_
    field_simp
    linarith
  have hunit : (1 / Real.cosh t) ^ 2 + (Real.sinh t / Real.cosh t) ^ 2 = 1 := by
    field_simp
    linarith
  refine ⟨fun i => ?_, ⟨fun i => (![1, -1, 1] : Fin 3 → ℝ) i •
    ![-(1 / Real.cosh t * (Real.sinh t / Real.cosh t)), (1 / Real.cosh t) ^ 2, 0], ?_, ?_⟩,
    ?_, by positivity⟩
  · unfold gainPath
    generalize 1 / Real.cosh t = S at *
    generalize Real.sinh t / Real.cosh t = T at *
    fin_cases i <;> simp [dotProduct, Fin.sum_univ_three] <;> linarith
  · have hu : HasDerivAt
        (fun s => (![1 / Real.cosh s, Real.sinh s / Real.cosh s, 0] : Fin 3 → ℝ))
        ![-(1 / Real.cosh t * (Real.sinh t / Real.cosh t)), (1 / Real.cosh t) ^ 2, 0] t := by
      refine hasDerivAt_pi.2 fun k => ?_
      fin_cases k
      · exact hS
      · exact hT
      · exact hasDerivAt_const t (0 : ℝ)
    exact hasDerivAt_pi.2 fun i => hu.const_smul ((![1, -1, 1] : Fin 3 → ℝ) i)
  · intro i
    rw [effField_gainEnergy]
    unfold gainPath
    generalize 1 / Real.cosh t = S at *
    generalize Real.sinh t / Real.cosh t = T at *
    -- unit length closes the out-of-plane component for the middle spin
    have hk : S * (S ^ 2 + T ^ 2) = S := by rw [hunit, mul_one]
    ext k
    fin_cases i <;> fin_cases k <;>
      simp [truncatedDamping, cross_apply, Fin.sum_univ_three] <;> linarith
  · have hE : (fun s => gainEnergy (gainPath s)) = fun s => Real.sinh s / Real.cosh s := by
      funext s
      simp [gainEnergy, gainPath]
    rw [hE]
    exact hT.congr_deriv (by rw [div_pow, one_pow])

end

end NonlocalDamping
```

For atomistic spin dynamics, this noise-free three-spin example shows that a range cut-off on the damping can destroy the guarantee of dissipation: positivity of the full matrix need not carry over to the truncated one, and is worth checking again after truncation.

```lean
#print axioms NonlocalDamping.spin_length_conserved
#print axioms NonlocalDamping.energy_nonincreasing
#print axioms NonlocalDamping.truncation_indefinite
#print axioms NonlocalDamping.truncation_energy_gain
```

```
'NonlocalDamping.spin_length_conserved' depends on axioms: [propext, Classical.choice, Quot.sound]
'NonlocalDamping.energy_nonincreasing' depends on axioms: [propext, Classical.choice, Quot.sound]
'NonlocalDamping.truncation_indefinite' depends on axioms: [propext, Classical.choice, Quot.sound]
'NonlocalDamping.truncation_energy_gain' depends on axioms: [propext, Classical.choice, Quot.sound]
```
